# Growth rate of power iterates: $\|A^k x\|^{1/k}$ tends to the largest eigenvalue modulus seen by $x$

The formal statement has to decide how the spectrum enters. Here an orthonormal eigenbasis is given as data, with the eigenvalue equation as a hypothesis, and symmetry of the operator appears only later, as one source of such a basis. The scalars $\mathbb{k}$ are real or complex (`RCLike 𝕜`), $E$ is an inner product space, and $\iota$ is a finite index set.

```lean
import Mathlib

open Filter Topology
open scoped InnerProductSpace

namespace PowerIterationRoot

noncomputable section

variable {𝕜 E ι : Type*} [RCLike 𝕜] [NormedAddCommGroup E] [InnerProductSpace 𝕜 E] [Fintype ι]
```

Let $A$ be linear on $E$, let $b_i$ ($i\in\iota$) be an orthonormal basis, and let $l_i\in\mathbb{k}$. Over $\mathbb{C}$ the $l_i$ need not be real.

```lean
/-- The orthonormal basis `b` consists of eigenvectors of `A` with eigenvalues `l i`. -/
def IsEigenbasis (A : E →ₗ[𝕜] E) (b : OrthonormalBasis ι 𝕜 E) (l : ι → 𝕜) : Prop :=
  ∀ i, A (b i) = l i • b i
```

For $x\in E$ write $a_i=\langle b_i,x\rangle$, the inner product being linear in the second slot as in Dirac notation. Index $i$ is active if $a_i\neq0$. "Largest" is expressed by `IsGreatest` on the set of active moduli: $\rho$ belongs to the set and bounds it from above.

```lean
/-- The moduli `|l i|` of the eigenvalues whose eigenvector has non-zero overlap with `x`. -/
def activeModuli (b : OrthonormalBasis ι 𝕜 E) (l : ι → 𝕜) (x : E) : Set ℝ :=
  {r | ∃ i, ⟪b i, x⟫_𝕜 ≠ 0 ∧ ‖l i‖ = r}
```

The sequence studied is $r_k=\|A^kx\|^{1/k}$. Lean's `(0 : ℝ)⁻¹` is $0$, so $r_0=1$, which does not affect the limit.

```lean
/-- The `k`-th root of the norm of the `k`-th power iterate, `‖A^k x‖^(1/k)`. -/
def rootNorm (A : E →ₗ[𝕜] E) (x : E) (k : ℕ) : ℝ :=
  ‖(A ^ k) x‖ ^ ((k : ℝ)⁻¹)
```

Two more definitions serve the example at the end: the operator with prescribed eigenvalues on a basis, and the standard basis $e_0,e_1,e_2$ of $\mathbb{R}^3$.

```lean
/-- The linear operator that multiplies the basis vector `b i` by `l i`. -/
def spectralOp (b : OrthonormalBasis ι 𝕜 E) (l : ι → 𝕜) : E →ₗ[𝕜] E :=
  b.toBasis.constr 𝕜 (fun i => l i • b i)

/-- The standard orthonormal basis of real three-dimensional space. -/
def e3 : OrthonormalBasis (Fin 3) ℝ (EuclideanSpace ℝ (Fin 3)) :=
  EuclideanSpace.basisFun (Fin 3) ℝ
```

The claim is: if $Ab_i=l_ib_i$ for all $i$ and $x\neq0$, the active moduli have a greatest element $\rho$, and $r_k\to\rho$. It concerns the norm only, in exact arithmetic; it says nothing about the direction of $A^kx$ or the sign or phase of an eigenvalue. Gelfand's formula is the analogous statement for the operator norm $\|A^k\|$, whereas $\rho$ here depends on $x$.

## The orthonormal eigenbasis

If $A$ is a Hamiltonian, the $b_i$ are a complete set of mutually orthogonal stationary states; for any $A$ they are called modes below. By hand, completeness gives $y=\sum_j\langle b_j,y\rangle b_j$ for any $y$, the eigenvalue equation gives $Ay=\sum_j l_j\langle b_j,y\rangle b_j$, and orthonormality picks out $\langle b_i,Ay\rangle=l_i\langle b_i,y\rangle$. Setting $y=A^kx$ and inducting on $k$,
$$\langle b_i,A^kx\rangle=l_i^k\,a_i .$$
In the proof these three uses are `b.sum_repr'`, the rewrite with `h j`, and `inner_right_fintype`; `pow_succ'` writes $A^{k+1}x=A(A^kx)$ for the induction.

```lean
variable {A : E →ₗ[𝕜] E} {b : OrthonormalBasis ι 𝕜 E} {l : ι → 𝕜}

/-- After `k` applications of `A` the overlap with `b i` is multiplied by `l i ^ k`. -/
theorem inner_pow_apply (h : IsEigenbasis A b l) (x : E) (k : ℕ) (i : ι) :
    ⟪b i, (A ^ k) x⟫_𝕜 = l i ^ k * ⟪b i, x⟫_𝕜 := by
  have h1 : ∀ y, ⟪b i, A y⟫_𝕜 = l i * ⟪b i, y⟫_𝕜 := by
    intro y
    -- expand y in the eigenbasis and apply A term by term
    have hy : A y = ∑ j, (l j * ⟪b j, y⟫_𝕜) • b j := by
      conv_lhs => rw [← b.sum_repr' y]
      rw [map_sum]
      refine Finset.sum_congr rfl fun j _ => ?_
      rw [map_smul, h j, smul_smul, mul_comm]
    rw [hy]
    exact b.orthonormal.inner_right_fintype (fun j => l j * ⟪b j, y⟫_𝕜) i
  induction k with
  | zero => simp
  | succ k ih =>
    rw [pow_succ', Module.End.mul_apply, h1, ih]
    ring
```

Parseval's identity $\|y\|^2=\sum_i|\langle b_i,y\rangle|^2$ (the fact `hP`) then gives
$$\|A^kx\|^2=\sum_i|l_i|^{2k}|a_i|^2 .$$
Only moduli remain, so $l$ and $-l$ add up and never cancel.

```lean
/-- The squared norm of the `k`-th iterate is the sum of `|l i|^(2k) |⟨b i, x⟩|²`. -/
theorem norm_sq_pow_apply (h : IsEigenbasis A b l) (x : E) (k : ℕ) :
    ‖(A ^ k) x‖ ^ 2 = ∑ i, ‖l i‖ ^ (2 * k) * ‖⟪b i, x⟫_𝕜‖ ^ 2 := by
  have hP : ∀ y : E, ‖y‖ ^ 2 = ∑ i, ‖⟪b i, y⟫_𝕜‖ ^ 2 := by
    intro y
    exact (b.sum_sq_norm_inner_right y).symm
  rw [hP]
  refine Finset.sum_congr rfl fun i _ => ?_
  rw [inner_pow_apply h, norm_mul, norm_pow]
  ring
```

Cauchy–Schwarz with $\|b_j\|=1$ (`b.orthonormal.1 j`) gives, for every $j$,
$$|a_j|\,|l_j|^k=|\langle b_j,A^kx\rangle|\le\|A^kx\| .$$

```lean
/-- Each eigencomponent bounds the norm of the `k`-th iterate from below. -/
theorem lower_bound (h : IsEigenbasis A b l) (x : E) (k : ℕ) (j : ι) :
    ‖⟪b j, x⟫_𝕜‖ * ‖l j‖ ^ k ≤ ‖(A ^ k) x‖ := by
  have hcs := norm_inner_le_norm (𝕜 := 𝕜) (b j) ((A ^ k) x)
  rw [inner_pow_apply h, norm_mul, norm_pow, b.orthonormal.1 j, one_mul, mul_comm] at hcs
  exact hcs
```

The counterexamples and side calculations in this note are pencil work that Lean has not checked. Without orthogonality, $\langle b_i,x\rangle$ is no longer the expansion coefficient. In $\mathbb{R}^2$ take unit eigenvectors $b_0=(1,0)$, $b_1=(1,1)/\sqrt2$ with $l_0=2$, $l_1=1$, and $x=b_1$: then $\langle b_0,x\rangle\neq0$, yet $A^kx=x$ and $r_k=1$.

## $\rho$ is the greatest active modulus

The restriction to active indices says that a mode absent from the start vector, for instance by a symmetry selection rule, is never populated. The hypothesis `hρ` has two halves. The upper-bound half `hρ.2`, $|l_i|\le\rho$ for active $i$, enters term by term:
$$\|A^kx\|^2=\sum_{a_i\neq0}|l_i|^{2k}|a_i|^2\le\rho^{2k}\sum_i|a_i|^2=\left(\|x\|\rho^k\right)^2 .$$
The proof compares squares by `sq_le_sq₀`, which needs $\rho\ge0$ (`h0`), gets $\|x\|^2=\sum_i|a_i|^2$ from the case $k=0$, and splits each term with `by_cases hc`: an inactive term vanishes on both sides, an active one uses `pow_le_pow_left₀`.

```lean
/-- With `ρ` the largest active eigenvalue modulus, `‖A^k x‖ ≤ ‖x‖ ρ^k`. -/
theorem upper_bound (h : IsEigenbasis A b l) {x : E} {ρ : ℝ}
    (hρ : IsGreatest (activeModuli b l x) ρ) (k : ℕ) :
    ‖(A ^ k) x‖ ≤ ‖x‖ * ρ ^ k := by
  have h0 : 0 ≤ ρ := by
    obtain ⟨j, -, hj⟩ := hρ.1
    rw [← hj]
    exact norm_nonneg _
  have hx : ‖x‖ ^ 2 = ∑ i, ‖⟪b i, x⟫_𝕜‖ ^ 2 := by
    simpa using norm_sq_pow_apply h x 0
  refine (sq_le_sq₀ (norm_nonneg _) (mul_nonneg (norm_nonneg _) (pow_nonneg h0 _))).1 ?_
  rw [norm_sq_pow_apply h, mul_pow, hx, Finset.sum_mul]
  refine Finset.sum_le_sum fun i _ => ?_
  by_cases hc : ⟪b i, x⟫_𝕜 = 0
  · -- inactive directions contribute nothing, however large their eigenvalue
    simp [hc]
  · have hi : ‖l i‖ ≤ ρ := hρ.2 ⟨i, hc, rfl⟩
    have hp : ‖l i‖ ^ (2 * k) ≤ ρ ^ (2 * k) := pow_le_pow_left₀ (norm_nonneg _) hi _
    calc ‖l i‖ ^ (2 * k) * ‖⟪b i, x⟫_𝕜‖ ^ 2
        ≤ ρ ^ (2 * k) * ‖⟪b i, x⟫_𝕜‖ ^ 2 := mul_le_mul_of_nonneg_right hp (sq_nonneg _)
      _ = ‖⟪b i, x⟫_𝕜‖ ^ 2 * (ρ ^ k) ^ 2 := by ring
```

The analytic step needs a prefactor $c>0$ and $\rho\ge0$. For $k\ge1$,
$$(c\rho^k)^{1/k}=c^{1/k}\rho\;\to\;c^0\rho=\rho ,$$
because $1/k\to0$ and $t\mapsto c^t$ is continuous. In Lean, `Tendsto.rpow` takes `hc.ne'` for that continuity, and `filter_upwards` restricts the factorisation to $k\ge1$. With $c=0$ the sequence would be $0$ for $k\ge1$, whatever $\rho$ is.

```lean
/-- For a positive prefactor `c` and `ρ ≥ 0`, the `k`-th root of `c ρ^k` tends to `ρ`. -/
theorem tendsto_root_geometric {c ρ : ℝ} (hc : 0 < c) (hρ : 0 ≤ ρ) :
    Tendsto (fun k : ℕ => (c * ρ ^ k) ^ ((k : ℝ)⁻¹)) atTop (𝓝 ρ) := by
  have hinv : Tendsto (fun k : ℕ => (k : ℝ)⁻¹) atTop (𝓝 0) :=
    tendsto_inv_atTop_zero.comp tendsto_natCast_atTop_atTop
  have h1 : Tendsto (fun k : ℕ => c ^ ((k : ℝ)⁻¹)) atTop (𝓝 (c ^ (0 : ℝ))) :=
    Tendsto.rpow tendsto_const_nhds hinv (Or.inl hc.ne')
  have h2 := h1.mul_const ρ
  rw [Real.rpow_zero, one_mul] at h2
  refine h2.congr' ?_
  filter_upwards [eventually_ge_atTop 1] with k hk
  have hk0 : k ≠ 0 := by omega
  rw [Real.mul_rpow hc.le (pow_nonneg hρ k), Real.pow_rpow_inv_natCast hρ hk0]
```

The membership half `hρ.1` supplies an index $j$ with $a_j\neq0$ and $|l_j|=\rho$. Since $t\mapsto t^{1/k}$ is monotone on $t\ge0$,
$$\left(|a_j|\rho^k\right)^{1/k}\le r_k\le\left(\|x\|\rho^k\right)^{1/k},$$
and both outer sequences tend to $\rho$, with $c=|a_j|$ and $c=\|x\|$. The second prefactor is positive because $a_j\neq0$ forces $x\neq0$ (`hx`, derived and not assumed in this lemma). `Real.rpow_le_rpow` takes the roots and `tendsto_of_tendsto_of_tendsto_of_le_of_le` is the squeeze. A mere upper bound $\rho$ would leave only the right-hand inequality.

```lean
/-- If `ρ` is the largest active eigenvalue modulus, then `‖A^k x‖^(1/k)` tends to `ρ`. -/
theorem tendsto_rootNorm_of_isGreatest (h : IsEigenbasis A b l) {x : E} {ρ : ℝ}
    (hρ : IsGreatest (activeModuli b l x) ρ) :
    Tendsto (rootNorm A x) atTop (𝓝 ρ) := by
  obtain ⟨j, hj, hjρ⟩ := hρ.1
  have h0 : 0 ≤ ρ := hjρ ▸ norm_nonneg _
  have hx : x ≠ 0 := by
    rintro rfl
    exact hj (inner_zero_right _)
  -- squeeze between two geometric sequences with the same ratio ρ
  refine tendsto_of_tendsto_of_tendsto_of_le_of_le
    (tendsto_root_geometric (norm_pos_iff.2 hj) h0)
    (tendsto_root_geometric (norm_pos_iff.2 hx) h0) (fun k => ?_) (fun k => ?_)
  · have hl := lower_bound h x k j
    rw [hjρ] at hl
    exact Real.rpow_le_rpow (mul_nonneg (norm_nonneg _) (pow_nonneg h0 _)) hl
      (inv_nonneg.2 (Nat.cast_nonneg k))
  · exact Real.rpow_le_rpow (norm_nonneg _) (upper_bound h hρ k)
      (inv_nonneg.2 (Nat.cast_nonneg k))
```

## Non-zero start vector, finitely many modes

These two conditions make $\rho$ exist. If all $a_i$ vanished, $x=\sum_i a_ib_i$ would be $0$, so some index is active (`hne`); a finite non-empty set of reals has a maximum (`Finset.exists_max_image` on the filtered indices). For $x=0$ the set `activeModuli b l x` is empty and has no greatest element. With infinitely many modes a maximum can fail, as for active moduli $1-1/m$, $m=1,2,\dots$; such operators are not covered. No normalisation of $x$ is assumed.

```lean
/-- For an operator with an orthonormal eigenbasis and `x ≠ 0`, there is a largest modulus
among eigenvalues whose eigenvector overlaps `x`, and `‖A^k x‖^(1/k)` tends to it. -/
theorem tendsto_rootNorm (h : IsEigenbasis A b l) {x : E} (hx : x ≠ 0) :
    ∃ ρ, IsGreatest (activeModuli b l x) ρ ∧ Tendsto (rootNorm A x) atTop (𝓝 ρ) := by
  classical
  -- a non-zero vector overlaps some basis vector
  have hne : ∃ i, ⟪b i, x⟫_𝕜 ≠ 0 := by
    by_contra hcon
    have hall : ∀ i, ⟪b i, x⟫_𝕜 = 0 := fun i => by
      by_contra hi
      exact hcon ⟨i, hi⟩
    apply hx
    rw [← b.sum_repr' x]
    exact Finset.sum_eq_zero fun i _ => by rw [hall i, zero_smul]
  obtain ⟨i0, hi0⟩ := hne
  obtain ⟨j, hj, hmax⟩ := Finset.exists_max_image
    (Finset.univ.filter fun i => ⟪b i, x⟫_𝕜 ≠ 0) (fun i => ‖l i‖)
    ⟨i0, Finset.mem_filter.2 ⟨Finset.mem_univ _, hi0⟩⟩
  have hg : IsGreatest (activeModuli b l x) ‖l j‖ := by
    refine ⟨⟨j, (Finset.mem_filter.1 hj).2, rfl⟩, ?_⟩
    rintro r ⟨i, hi, rfl⟩
    exact hmax i (Finset.mem_filter.2 ⟨Finset.mem_univ _, hi⟩)
  exact ⟨_, hg, tendsto_rootNorm_of_isGreatest h hg⟩
```

The smallest case with content has one mode: $A$ multiplies by $l$, $r_k=|l|\,\|x\|^{1/k}$ for $k\ge1$, and the limit is $|l|$. The value $\rho=0$ is allowed; then $Ax=0$ and $r_k=0$ for $k\ge1$.

## Symmetry

For a Hermitian operator, `A.IsSymmetric` means $\langle Au,v\rangle=\langle u,Av\rangle$ for all $u,v\in E$. On a space of finite dimension $n$, Mathlib's spectral theorem provides `hA.eigenvectorBasis hn` and real `hA.eigenvalues hn`, indexed by `Fin n`. Symmetry is used solely to establish `IsEigenbasis`, through `hA.apply_eigenvectorBasis`; `RCLike.norm_ofReal` turns the modulus in $\mathbb{k}$ into the real absolute value. Without symmetry the previous theorem still applies whenever an orthonormal eigenbasis is supplied.

```lean
/-- For a symmetric (Hermitian) operator in finite dimension and `x ≠ 0`, `‖A^k x‖^(1/k)` tends
to the largest `|hA.eigenvalues hn i|` among the indices `i` whose eigenvector `hA.eigenvectorBasis hn i` overlaps `x`. -/
theorem tendsto_rootNorm_symmetric [FiniteDimensional 𝕜 E] {n : ℕ} (hA : A.IsSymmetric)
    (hn : Module.finrank 𝕜 E = n) {x : E} (hx : x ≠ 0) :
    ∃ ρ, IsGreatest
        {r | ∃ i, ⟪hA.eigenvectorBasis hn i, x⟫_𝕜 ≠ 0 ∧ |hA.eigenvalues hn i| = r} ρ ∧
      Tendsto (rootNorm A x) atTop (𝓝 ρ) := by
  have h : IsEigenbasis A (hA.eigenvectorBasis hn) (fun i => (hA.eigenvalues hn i : 𝕜)) :=
    fun i => hA.apply_eigenvectorBasis hn i
  simpa only [activeModuli, RCLike.norm_ofReal] using tendsto_rootNorm h hx
```

## No gap condition

Nothing above assumes that one eigenvalue dominates. This bears on a finite, non-interacting tight-binding Hamiltonian in orthonormal orbitals, with hopping only between two sublattices and no on-site terms, whose non-zero levels come in pairs $\pm\varepsilon$: in exact arithmetic the growth of $\|A^kx\|$ still yields the largest $|\varepsilon|$ that the start vector overlaps.

Any list of eigenvalues is realised on any orthonormal basis: `spectralOp b l` sends $b_i$ to $l_ib_i$ by construction (`constr_basis`).

```lean
/-- Every orthonormal basis is an eigenbasis of `spectralOp b l` with eigenvalues `l`. -/
theorem isEigenbasis_witness (b : OrthonormalBasis ι 𝕜 E) (l : ι → 𝕜) :
    IsEigenbasis (spectralOp b l) b l := by
  intro i
  exact b.toBasis.constr_basis 𝕜 (fun i => l i • b i) i
```

Take $l_0=3$, $l_1=2$, $l_2=-2$ and $x=e_1+e_2$, so $a_0=0$, $a_1=a_2=1$ (`c0`, `c1`, `c2`). The theorem states that $\langle e_1,A^kx\rangle=2^k$, $\langle e_2,A^kx\rangle=(-2)^k$ and $r_k\to2$. The proof shows that $2$ is attained at index $1$ and runs through the three indices, discarding index $0$ as inactive, although its eigenvalue is the largest.

```lean
/-- For eigenvalues `3, 2, -2` and a start vector that is the sum of the last two eigenvectors,
the iterates have components `2^k` and `(-2)^k` and `‖A^k x‖^(1/k)` tends to `2`. -/
theorem plus_minus_witness :
    (∀ k : ℕ, ⟪e3 1, (spectralOp e3 ![3, 2, -2] ^ k) (e3 1 + e3 2)⟫_ℝ = 2 ^ k ∧
      ⟪e3 2, (spectralOp e3 ![3, 2, -2] ^ k) (e3 1 + e3 2)⟫_ℝ = (-2) ^ k) ∧
    Tendsto (rootNorm (spectralOp e3 ![3, 2, -2]) (e3 1 + e3 2)) atTop (𝓝 2) := by
  have h := isEigenbasis_witness e3 ![3, 2, -2]
  have hb := orthonormal_iff_ite.1 e3.orthonormal
  have c0 : ⟪e3 0, e3 1 + e3 2⟫_ℝ = 0 := by rw [inner_add_right, hb, hb]; simp
  have c1 : ⟪e3 1, e3 1 + e3 2⟫_ℝ = 1 := by rw [inner_add_right, hb, hb]; simp
  have c2 : ⟪e3 2, e3 1 + e3 2⟫_ℝ = 1 := by rw [inner_add_right, hb, hb]; simp
  refine ⟨fun k => ⟨?_, ?_⟩, tendsto_rootNorm_of_isGreatest h ⟨⟨1, ?_, ?_⟩, ?_⟩⟩
  · rw [inner_pow_apply h, c1]; simp
  · rw [inner_pow_apply h, c2]; simp
  · rw [c1]; exact one_ne_zero
  · simp
  · rintro r ⟨i, hi, rfl⟩
    have h3 : ∀ i : Fin 3, i = 0 ∨ i = 1 ∨ i = 2 := by decide
    rcases h3 i with rfl | rfl | rfl
    · exact absurd c0 hi
    · simp
    · simp

end

end PowerIterationRoot
```

```lean
#print axioms PowerIterationRoot.tendsto_rootNorm
-- 'PowerIterationRoot.tendsto_rootNorm' depends on axioms: [propext, Classical.choice, Quot.sound]
#print axioms PowerIterationRoot.tendsto_rootNorm_symmetric
-- 'PowerIterationRoot.tendsto_rootNorm_symmetric' depends on axioms: [propext, Classical.choice, Quot.sound]
```

This $x$ has norm $\sqrt2$, so $r_k=2\cdot2^{1/(2k)}$ for $k\ge1$; for the normalised vector $x/\sqrt2$, with overlaps $1/\sqrt2$, one has $r_k=2$ exactly. The normalised iterates alternate between $(e_1+e_2)/\sqrt2$ and $(e_1-e_2)/\sqrt2$, and the expectation value of $A$ in either is $0$.

## A basis-free alternative

One could instead call an eigenvalue $\mu$ active when the orthogonal projection of $x$ onto its eigenspace is non-zero. With degenerate levels, which indices are active depends on the choice of $b_i$ inside an eigenspace, and projections would remove that choice from the statement, at the price of setting up the eigenspace decomposition. The number $\rho$ would be unchanged: the projection is $\sum_{l_i=\mu}a_ib_i$, non-zero exactly when some index with $l_i=\mu$ is active.
